# The potential of a unit 1s-type core charge: 1/R − exp(−2aR)(1/R + a)

Let R > 0 be the distance from the nucleus at which the electrostatic potential is wanted, and let a > 0 be the exponent of a 1s-type core orbital, ψ(r) = √(a³/π) exp(−ar). Far outside the core, the electron in this orbital acts like a point charge at the nucleus, with potential 1/R. At smaller R, part of its charge lies further out than R, and the point-charge value is too large. The problem is to find by how much.

Atomic units are used, and the core electron's charge is counted as +1, so the potential below is also the repulsion energy of a second electron placed at R. The attraction of the nucleus is left out. The letter a is an inverse length, often written ζ elsewhere, and not a Bohr radius.

```lean
import Mathlib

open Filter Topology

namespace CorePenetration

noncomputable section
```

## Density and potential

Integrating |ψ|² over the sphere of radius s gives the charge per unit radius:

n(s) = 4πs² · (a³/π) exp(−2as) = 4a³s² exp(−2as)

```lean
/-- Radial charge density `n(s) = 4 a³ s² exp(-2 a s)` of a 1s-type core orbital with
exponent `a`. -/
def coreCharge (a s : ℝ) : ℝ := 4 * a ^ 3 * s ^ 2 * Real.exp (-(2 * a * s))
```

Despite its name, `coreCharge a s` is this radial density and not a charge; the factor 4πs² is already included.

A spherical shell of charge acts at an outside point as if its charge sat at the centre, and it produces a constant potential, charge over radius, inside itself. Summing the shells below and above R gives

V(R) = (1/R) ∫₀ᴿ n(s) ds + ∫_R^∞ n(s)/s ds

```lean
/-- Electrostatic potential, in atomic units, at radius `R > 0` of a spherical charge with
radial density `n`: inner shells act from the centre, outer shells each contribute `n(s)/s`. -/
def radialPotential (n : ℝ → ℝ) (R : ℝ) : ℝ :=
  1 / R * (∫ s in (0 : ℝ)..R, n s) + ∫ s in Set.Ioi R, n s / s
```

`radialPotential` takes any function n, and `Set.Ioi R` is the open half-line s > R. The shell theorem enters through this definition: the reduction of the three-dimensional Coulomb integral to V(R) is assumed, not derived.

## Two facts about the exponential

The chain rule gives

d/ds exp(−2as) = −2a exp(−2as)

```lean
/-- The exponential `exp(-2 a s)` has derivative `-2 a exp(-2 a s)` in the radius. -/
theorem hasDerivAt_decay (a s : ℝ) :
    HasDerivAt (fun x : ℝ => Real.exp (-(2 * a * x)))
      (-(2 * a) * Real.exp (-(2 * a * s))) s := by
  have h := (((hasDerivAt_id' s).const_mul (2 * a)).fun_neg).exp
  exact h.congr_deriv (by ring)
```

For a > 0 the exponential also outruns every power: for k = 0, 1, 2, …

(2as)ᵏ exp(−2as) → 0 as s → ∞

```lean
/-- For `a > 0`, any power of `2 a s` times `exp(-2 a s)` vanishes at large radius. -/
theorem tendsto_decay {a : ℝ} (ha : 0 < a) (k : ℕ) :
    Tendsto (fun s : ℝ => (2 * a * s) ^ k * Real.exp (-(2 * a * s))) atTop (𝓝 0) := by
  have hlin : Tendsto (fun s : ℝ => 2 * a * s) atTop atTop :=
    tendsto_id.const_mul_atTop (by positivity)
  exact (Real.tendsto_pow_mul_exp_neg_atTop_nhds_zero k).comp hlin
```

The proof substitutes t = 2as, which tends to infinity with s, in the known limit of tᵏ exp(−t).

## Charge inside and in total

An antiderivative of n is

F(s) = −exp(−2as)(1 + 2as + 2a²s²)

The product rule confirms it:

F′(s) = exp(−2as)[2a(1 + 2as + 2a²s²) − (2a + 4a²s)] = 4a³s² exp(−2as)

```lean
/-- The radial core charge is the derivative of
`-exp(-2 a s) (1 + 2 a s + 2 a² s²)`. -/
theorem hasDerivAt_charge (a s : ℝ) :
    HasDerivAt (fun x : ℝ => -(Real.exp (-(2 * a * x)) * (1 + 2 * a * x + 2 * a ^ 2 * x ^ 2)))
      (coreCharge a s) s := by
  have hp : HasDerivAt (fun x : ℝ => 1 + 2 * a * x + 2 * a ^ 2 * x ^ 2)
      (2 * a + 4 * a ^ 2 * s) s := by
    have h := (((hasDerivAt_id' s).const_mul (2 * a)).const_add 1).fun_add
      ((hasDerivAt_pow 2 s).const_mul (2 * a ^ 2))
    exact h.congr_deriv (by norm_num; ring)
  exact ((hasDerivAt_decay a s).fun_mul hp).fun_neg.congr_deriv (by unfold coreCharge; ring)
```

In the code, `hp` is the derivative of the polynomial factor; the last line combines it with that of the exponential.

Since F(0) = −1, the charge Q(R) inside radius R is

Q(R) = F(R) − F(0) = 1 − exp(−2aR)(1 + 2aR + 2a²R²)

```lean
/-- The core charge enclosed in a sphere of radius `R` is
`1 - exp(-2 a R) (1 + 2 a R + 2 a² R²)`. -/
theorem enclosed_charge (a R : ℝ) :
    ∫ s in (0 : ℝ)..R, coreCharge a s =
      1 - Real.exp (-(2 * a * R)) * (1 + 2 * a * R + 2 * a ^ 2 * R ^ 2) := by
  have hc : Continuous (coreCharge a) := by
    unfold coreCharge
    fun_prop
  rw [intervalIntegral.integral_eq_sub_of_hasDerivAt
    (fun s _ => hasDerivAt_charge a s) (hc.intervalIntegrable _ _)]
  simp only [mul_zero, neg_zero, Real.exp_zero]
  ring
```

This is the fundamental theorem of calculus, with integrability supplied by the continuity of n. No sign condition on a or R is needed here.

For the total charge, F must vanish at infinity. It does, because it is a combination of the decaying terms with k = 0, 1 and 2:

F(s) = −[1 + (2as) + ½(2as)²] exp(−2as) → 0

Therefore

∫₀^∞ n(s) ds = 0 − F(0) = 1

```lean
/-- For `a > 0` the core density is normalized: its total charge is one. -/
theorem total_charge {a : ℝ} (ha : 0 < a) : ∫ s in Set.Ioi (0 : ℝ), coreCharge a s = 1 := by
  have hlim : Tendsto (fun x : ℝ =>
      -(Real.exp (-(2 * a * x)) * (1 + 2 * a * x + 2 * a ^ 2 * x ^ 2))) atTop (𝓝 0) := by
    have h := (((tendsto_decay ha 0).add (tendsto_decay ha 1)).add
      ((tendsto_decay ha 2).const_mul (1 / 2))).neg
    simp only [mul_zero, add_zero, neg_zero] at h
    exact h.congr (fun s => by ring)
  rw [MeasureTheory.integral_Ioi_of_hasDerivAt_of_nonneg'
    (fun s _ => hasDerivAt_charge a s)
    (fun s _ => by unfold coreCharge; positivity) hlim]
  simp only [mul_zero, neg_zero, Real.exp_zero]
  ring
```

The limit is `hlim`. The improper integral is then evaluated by a theorem that asks for a nonnegative integrand and an antiderivative with a limit; these two conditions also secure convergence.

## The shells beyond R

Dividing by s removes one power of the radius, n(s)/s = 4a³s exp(−2as), and an antiderivative is

G(s) = −exp(−2as)(a + 2a²s)

G′(s) = exp(−2as)[2a(a + 2a²s) − 2a²] = 4a³s exp(−2as)

Again G(s) → 0 at infinity, so

∫_R^∞ n(s)/s ds = −G(R) = exp(−2aR)(a + 2a²R)

```lean
/-- For `a, R > 0` the core charge outside radius `R` contributes
`exp(-2 a R) (a + 2 a² R)` to the potential at `R`. -/
theorem outer_potential {a R : ℝ} (ha : 0 < a) (hR : 0 < R) :
    ∫ s in Set.Ioi R, coreCharge a s / s =
      Real.exp (-(2 * a * R)) * (a + 2 * a ^ 2 * R) := by
  have hd : ∀ x ∈ Set.Ici R, HasDerivAt
      (fun x : ℝ => -(Real.exp (-(2 * a * x)) * (a + 2 * a ^ 2 * x)))
      (coreCharge a x / x) x := by
    intro x hx
    have hx0 : x ≠ 0 := (lt_of_lt_of_le hR (Set.mem_Ici.mp hx)).ne'
    -- one power of the radius cancels against the Coulomb factor
    have hn : coreCharge a x / x = 4 * a ^ 3 * x * Real.exp (-(2 * a * x)) := by
      unfold coreCharge
      rw [div_eq_iff hx0]
      ring
    have hp := ((hasDerivAt_id' x).const_mul (2 * a ^ 2)).const_add a
    exact ((hasDerivAt_decay a x).fun_mul hp).fun_neg.congr_deriv (by rw [hn]; ring)
  have hlim : Tendsto (fun x : ℝ => -(Real.exp (-(2 * a * x)) * (a + 2 * a ^ 2 * x)))
      atTop (𝓝 0) := by
    have h := (((tendsto_decay ha 0).add (tendsto_decay ha 1)).const_mul a).neg
    simp only [mul_zero, add_zero, neg_zero] at h
    exact h.congr (fun s => by ring)
  have hpos : ∀ x ∈ Set.Ioi R, 0 ≤ coreCharge a x / x := by
    intro x hx
    have hx0 : 0 < x := hR.trans (Set.mem_Ioi.mp hx)
    unfold coreCharge
    positivity
  rw [MeasureTheory.integral_Ioi_of_hasDerivAt_of_nonneg' hd hpos hlim]
  ring
```

Here `hd` is the derivative of G, `hlim` its limit and `hpos` the sign of the integrand. The condition R > 0 keeps s away from zero in the division.

## The penetration correction

Adding the two contributions gives

V(R) = (1/R)[1 − exp(−2aR)(1 + 2aR + 2a²R²)] + exp(−2aR)(a + 2a²R)

= 1/R − exp(−2aR)(1/R + 2a + 2a²R) + exp(−2aR)(a + 2a²R)

= 1/R − exp(−2aR)(1/R + a)

```lean
/-- For `a, R > 0` the potential of the core charge is the point-core value `1/R` minus the
charge-penetration correction `exp(-2 a R) (1/R + a)`. -/
theorem core_potential {a R : ℝ} (ha : 0 < a) (hR : 0 < R) :
    radialPotential (coreCharge a) R =
      1 / R - Real.exp (-(2 * a * R)) * (1 / R + a) := by
  unfold radialPotential
  rw [enclosed_charge, outer_potential ha hR]
  have hu : 1 / R * R = 1 := one_div_mul_cancel hR.ne'
  generalize 1 / R = u at hu ⊢
  linear_combination (-(Real.exp (-(2 * a * R)) * (2 * a + 2 * a ^ 2 * R))) * hu
```

In words, `core_potential` says that for every positive exponent and every positive radius, the potential of the density `coreCharge a` equals the point-charge value minus exp(−2aR)(1/R + a). The proof inserts the two integrals; the remaining algebra needs only (1/R)·R = 1, which is `hu`.

For a = R = 1, with exp(−2) ≈ 0.13534, the enclosed charge is 1 − 5 exp(−2) ≈ 0.3233 and the outer shells contribute 3 exp(−2) ≈ 0.4060. Their sum, 0.7293, agrees with 1 − 2 exp(−2). The point-charge value would be 1.

Negative exponents have to be excluded. With a = −1 and R = 1, the formula for n(s) gives a negative density, which belongs to no orbital; its magnitude grows exponentially and the outer integral diverges. Lean assigns a divergent integral the value 0, so the left side becomes 1 − exp(2), while the right side is 1. At a = 0 both sides vanish and the formula survives, but the total charge is then zero instead of one.

For a core of two such electrons around a nucleus of charge Z, as in lithium with Z = 3, the classical electrostatic energy of an outer electron at R is −Z/R + 2V(R) = −(Z − 2)/R − 2 exp(−2aR)(1/R + a). A pseudopotential with the pure tail −(Z − 2)/R outside some radius neglects the last term there. Exchange, orthogonality to the valence orbitals and relaxation of the core are absent from the model, and a real core orbital is generally not a single exponential.

## Comparison with a point charge

Both factors of the correction are positive, so

V(R) < 1/R for every R > 0

```lean
/-- For `a, R > 0` the potential of the extended core is strictly below that of a unit
point charge. -/
theorem core_potential_lt_point {a R : ℝ} (ha : 0 < a) (hR : 0 < R) :
    radialPotential (coreCharge a) R < 1 / R := by
  rw [core_potential ha hR]
  have h : 0 < Real.exp (-(2 * a * R)) * (1 / R + a) := by positivity
  linarith
```

The inequality is strict at every finite radius: the correction becomes exponentially small but never vanishes.

## Gauss's law

Differentiating the closed form gives

V′(R) = −1/R² + 2a exp(−2aR)(1/R + a) + exp(−2aR)/R²

= −[1 − exp(−2aR)(1 + 2aR + 2a²R²)]/R²

= −Q(R)/R²

The radial field −V′(R) is thus that of the enclosed charge placed at the centre.

```lean
/-- Gauss's law for the core, with `a, R > 0`: the radial derivative of the potential is minus
the enclosed charge divided by `R²`. -/
theorem core_gauss_law {a R : ℝ} (ha : 0 < a) (hR : 0 < R) :
    HasDerivAt (radialPotential (coreCharge a))
      (-(∫ s in (0 : ℝ)..R, coreCharge a s) / R ^ 2) R := by
  have hinv : HasDerivAt (fun x : ℝ => x⁻¹) (-(R ^ 2)⁻¹) R := hasDerivAt_inv hR.ne'
  have hc := hinv.fun_sub ((hasDerivAt_decay a R).fun_mul (hinv.add_const a))
  -- the closed form holds at all radii near `R`, so it may be differentiated
  have hev : radialPotential (coreCharge a) =ᶠ[𝓝 R]
      fun x : ℝ => x⁻¹ - Real.exp (-(2 * a * x)) * (x⁻¹ + a) := by
    filter_upwards [lt_mem_nhds hR] with x hx
    rw [core_potential ha hx, one_div]
  refine (hc.congr_of_eventuallyEq hev).congr_deriv ?_
  rw [enclosed_charge]
  generalize Real.exp (-(2 * a * R)) = E
  field_simp
  ring
```

`HasDerivAt` states both that V is differentiable at R and what its derivative is. Since the closed form was established only for positive radii, the proof first notes that all points close enough to R are positive (`hev`), so V and the closed form agree near R and share their derivative. The enclosed charge is then replaced by its explicit expression, and the two sides are compared as rational expressions in R.

## The value at the nucleus

Each term containing 1/R diverges as R → 0, but together they form a difference quotient of the exponential:

V(R) = −[exp(−2aR) − 1]/R − a exp(−2aR)

The quotient [exp(−2aR) − 1]/R tends to the derivative of the exponential at zero, which is −2a. Hence

V(R) → 2a − a = a as R → 0 from above

```lean
/-- For `a > 0` the core potential tends to the finite value `a` as the radius tends to zero. -/
theorem core_potential_at_nucleus {a : ℝ} (ha : 0 < a) :
    Tendsto (radialPotential (coreCharge a)) (𝓝[>] 0) (𝓝 a) := by
  -- the singular part is a difference quotient of the exponential at the origin
  have hd := (hasDerivAt_decay a 0).tendsto_slope_zero_right
  have hc : Tendsto (fun x : ℝ => Real.exp (-(2 * a * x))) (𝓝[>] 0)
      (𝓝 (Real.exp (-(2 * a * 0)))) :=
    (hasDerivAt_decay a 0).continuousAt.tendsto.mono_left nhdsWithin_le_nhds
  have h := hd.neg.sub (hc.const_mul a)
  have hl : -(-(2 * a) * Real.exp (-(2 * a * 0))) - a * Real.exp (-(2 * a * 0)) = a := by
    simp only [mul_zero, neg_zero, Real.exp_zero]
    ring
  rw [hl] at h
  refine h.congr' ?_
  filter_upwards [self_mem_nhdsWithin] with x hx
  rw [core_potential ha (Set.mem_Ioi.mp hx)]
  simp only [zero_add, mul_zero, neg_zero, Real.exp_zero, smul_eq_mul, one_div]
  ring

end

end CorePenetration
```

The notation `𝓝[>] 0` restricts the limit to positive radii. In the proof, `hd` is the limit of the difference quotient, `hc` that of the exponential, and `hl` the sum 2a − a = a. A more compact core, with larger a, therefore has a higher but still finite potential at the nucleus, where the point-charge potential diverges.

```lean
#print axioms CorePenetration.total_charge
-- 'CorePenetration.total_charge' depends on axioms: [propext, Classical.choice, Quot.sound]
#print axioms CorePenetration.core_potential_lt_point
-- 'CorePenetration.core_potential_lt_point' depends on axioms: [propext, Classical.choice, Quot.sound]
#print axioms CorePenetration.core_gauss_law
-- 'CorePenetration.core_gauss_law' depends on axioms: [propext, Classical.choice, Quot.sound]
#print axioms CorePenetration.core_potential_at_nucleus
-- 'CorePenetration.core_potential_at_nucleus' depends on axioms: [propext, Classical.choice, Quot.sound]
```
